# The Hartree-Fock energy is linear in the occupation of one frozen orbital

Put occupations $n_1$ and $n_2$ on two spin orbitals, with direct integral $J$ and exchange integral $K$ between them: the Hartree-Fock energy is $h_{11}n_1+h_{22}n_2+(J-K)\,n_1n_2$, with no $n_1^2$ term, because the exchange term removes the repulsion of an orbital with itself. The Lean file below proves the same linearity for any single orbital added to any density matrix, provided that the pair interaction is unchanged when the two particles are exchanged.

```lean
import Mathlib

open Matrix

namespace HartreeFockOccupation

noncomputable section

variable {n : Type*} [Fintype n]

/-- Direct minus exchange interaction of two one-particle density matrices. -/
def pairEnergy (V : n → n → n → n → ℂ) (a b : Matrix n n ℂ) : ℂ :=
  ∑ i, ∑ j, ∑ k, ∑ l, V i j k l * (a i k * b j l - a i l * b j k)

/-- The Hartree-Fock energy of a one-particle density matrix `g`. -/
def hfEnergy (h : Matrix n n ℂ) (V : n → n → n → n → ℂ) (g : Matrix n n ℂ) : ℂ :=
  ∑ i, ∑ k, h i k * g i k + 1 / 2 * pairEnergy V g g

/-- The Fock matrix of `g`: one-body part plus direct minus exchange mean field. -/
def fock (h : Matrix n n ℂ) (V : n → n → n → n → ℂ) (g : Matrix n n ℂ) : Matrix n n ℂ :=
  Matrix.of fun i k => h i k + ∑ j, ∑ l, (V i j k l - V i j l k) * g j l

/-- The density matrix `u u*` of a single orbital. -/
def orbitalDensity (u : n → ℂ) : Matrix n n ℂ :=
  Matrix.of fun i k => u i * star (u k)

/-- The Fock matrix of `g` contracted with `u u*`; for normalised `u` this is the orbital energy of
`u` in the mean field of `g`. -/
def orbitalEnergy (h : Matrix n n ℂ) (V : n → n → n → n → ℂ) (g : Matrix n n ℂ)
    (u : n → ℂ) : ℂ :=
  ∑ i, ∑ k, fock h V g i k * (u i * star (u k))

/-- For identical particles the interaction of two density matrices is symmetric. -/
theorem pairEnergy_comm (V : n → n → n → n → ℂ)
    (hV : ∀ i j k l, V i j k l = V j i l k) (a b : Matrix n n ℂ) :
    pairEnergy V a b = pairEnergy V b a := by
  unfold pairEnergy
  -- relabel the two particles
  rw [Finset.sum_comm]
  refine Finset.sum_congr rfl fun j _ => Finset.sum_congr rfl fun i _ => ?_
  rw [Finset.sum_comm]
  refine Finset.sum_congr rfl fun l _ => Finset.sum_congr rfl fun k _ => ?_
  linear_combination (a i k * b j l - a i l * b j k) * hV i j k l

/-- The Fock matrix of `g` contracted with `d` is the one-body energy of `d` plus its
interaction with `g`. -/
theorem fock_contraction (h : Matrix n n ℂ) (V : n → n → n → n → ℂ) (g d : Matrix n n ℂ) :
    ∑ i, ∑ k, fock h V g i k * d i k = ∑ i, ∑ k, h i k * d i k + pairEnergy V d g := by
  have key : pairEnergy V d g =
      ∑ i, ∑ k, (∑ j, ∑ l, (V i j k l - V i j l k) * g j l) * d i k := by
    unfold pairEnergy
    refine Finset.sum_congr rfl fun i _ => ?_
    simp only [Finset.sum_mul]
    conv_rhs => rw [Finset.sum_comm]
    refine Finset.sum_congr rfl fun j _ => ?_
    -- in the exchange term the two final indices trade places
    have e : ∑ k, ∑ l, V i j k l * (d i l * g j k)
        = ∑ k, ∑ l, V i j l k * (d i k * g j l) := Finset.sum_comm
    simp only [mul_sub, sub_mul, Finset.sum_sub_distrib]
    rw [e]
    congr 1 <;>
      exact Finset.sum_congr rfl fun k _ => Finset.sum_congr rfl fun l _ => by ring
  rw [key]
  simp only [fock, Matrix.of_apply, add_mul, Finset.sum_add_distrib]

/-- Along any line `g + t d` the Hartree-Fock energy is exactly quadratic: the slope at `g` is
the Fock matrix contracted with `d`, the curvature is the interaction of `d` with itself. -/
theorem hfEnergy_line (h : Matrix n n ℂ) (V : n → n → n → n → ℂ)
    (hV : ∀ i j k l, V i j k l = V j i l k) (g d : Matrix n n ℂ) (t : ℂ) :
    hfEnergy h V (g + t • d) = hfEnergy h V g + t * ∑ i, ∑ k, fock h V g i k * d i k
      + t ^ 2 / 2 * pairEnergy V d d := by
  have h1 : ∑ i, ∑ k, h i k * (g + t • d) i k
      = ∑ i, ∑ k, h i k * g i k + t * ∑ i, ∑ k, h i k * d i k := by
    simp only [Finset.mul_sum, ← Finset.sum_add_distrib]
    refine Finset.sum_congr rfl fun i _ => Finset.sum_congr rfl fun k _ => ?_
    simp only [Matrix.add_apply, Matrix.smul_apply, smul_eq_mul]
    ring
  have h2 : pairEnergy V (g + t • d) (g + t • d) = pairEnergy V g g
      + t * pairEnergy V g d + t * pairEnergy V d g + t ^ 2 * pairEnergy V d d := by
    simp only [pairEnergy, Finset.mul_sum, ← Finset.sum_add_distrib]
    refine Finset.sum_congr rfl fun i _ => Finset.sum_congr rfl fun j _ =>
      Finset.sum_congr rfl fun k _ => Finset.sum_congr rfl fun l _ => ?_
    simp only [Matrix.add_apply, Matrix.smul_apply, smul_eq_mul]
    ring
  rw [fock_contraction]
  unfold hfEnergy
  rw [h1, h2, pairEnergy_comm V hV g d]
  ring

/-- The energy is linear along the direction `d` exactly when the direct and exchange
interactions of `d` with itself cancel. -/
theorem linear_iff_no_self_interaction (h : Matrix n n ℂ) (V : n → n → n → n → ℂ)
    (hV : ∀ i j k l, V i j k l = V j i l k) (g d : Matrix n n ℂ) :
    (∀ t : ℂ, hfEnergy h V (g + t • d)
      = hfEnergy h V g + t * ∑ i, ∑ k, fock h V g i k * d i k) ↔ pairEnergy V d d = 0 := by
  constructor
  · intro H
    have h1 := H 1
    rw [hfEnergy_line h V hV] at h1
    linear_combination 2 * h1
  · intro H t
    rw [hfEnergy_line h V hV, H, mul_zero, add_zero]

/-- For a single orbital the direct and exchange self-interactions cancel. -/
theorem pairEnergy_orbital (V : n → n → n → n → ℂ) (u : n → ℂ) :
    pairEnergy V (orbitalDensity u) (orbitalDensity u) = 0 := by
  unfold pairEnergy
  refine Finset.sum_eq_zero fun i _ => Finset.sum_eq_zero fun j _ =>
    Finset.sum_eq_zero fun k _ => Finset.sum_eq_zero fun l _ => ?_
  simp only [orbitalDensity, Matrix.of_apply]
  ring

/-- Adding `t` times the matrix `u u*` of one frozen orbital to `g` changes the Hartree-Fock energy
by exactly `t` times `orbitalEnergy h V g u`. -/
theorem hfEnergy_add_occupation (h : Matrix n n ℂ) (V : n → n → n → n → ℂ)
    (hV : ∀ i j k l, V i j k l = V j i l k) (g : Matrix n n ℂ) (u : n → ℂ) (t : ℝ) :
    hfEnergy h V (g + (t : ℂ) • orbitalDensity u)
      = hfEnergy h V g + (t : ℂ) * orbitalEnergy h V g u :=
  (linear_iff_no_self_interaction h V hV g (orbitalDensity u)).2 (pairEnergy_orbital V u) t

/-- The energy of an orbital does not depend on its own occupation. -/
theorem orbitalEnergy_add_occupation (h : Matrix n n ℂ) (V : n → n → n → n → ℂ)
    (g : Matrix n n ℂ) (u : n → ℂ) (t : ℝ) :
    orbitalEnergy h V (g + (t : ℂ) • orbitalDensity u) u = orbitalEnergy h V g u := by
  have e : ∀ g' : Matrix n n ℂ, orbitalEnergy h V g' u
      = ∑ i, ∑ k, h i k * orbitalDensity u i k + pairEnergy V (orbitalDensity u) g' :=
    fun g' => fock_contraction h V g' (orbitalDensity u)
  rw [e, e]
  congr 1
  unfold pairEnergy
  refine Finset.sum_congr rfl fun i _ => Finset.sum_congr rfl fun j _ =>
    Finset.sum_congr rfl fun k _ => Finset.sum_congr rfl fun l _ => ?_
  simp only [orbitalDensity, Matrix.add_apply, Matrix.smul_apply, Matrix.of_apply, smul_eq_mul]
  ring

/-- The derivative of the Hartree-Fock energy of `g + s u u*` with respect to `s`, taken at any real
`s = t`, is the `orbitalEnergy` of `u` in the mean field of `g + t u u*`. -/
theorem hasDerivAt_occupation (h : Matrix n n ℂ) (V : n → n → n → n → ℂ)
    (hV : ∀ i j k l, V i j k l = V j i l k) (g : Matrix n n ℂ) (u : n → ℂ) (t : ℝ) :
    HasDerivAt (fun s : ℝ => hfEnergy h V (g + (s : ℂ) • orbitalDensity u))
      (orbitalEnergy h V (g + (t : ℂ) • orbitalDensity u) u) t := by
  have hline : (fun s : ℝ => hfEnergy h V (g + (s : ℂ) • orbitalDensity u))
      = fun s : ℝ => hfEnergy h V g + (s : ℂ) * orbitalEnergy h V g u :=
    funext fun s => hfEnergy_add_occupation h V hV g u s
  rw [hline, orbitalEnergy_add_occupation]
  have hd := ((hasDerivAt_id t).ofReal_comp.mul_const (orbitalEnergy h V g u)).const_add
    (hfEnergy h V g)
  simpa using hd

/-- Koopmans' theorem for a fractional change `t` of occupation: if `u` is normalised and `star u`
is an eigenvector of the Fock matrix, the energy changes by `t` times the eigenvalue. -/
theorem koopmans (h : Matrix n n ℂ) (V : n → n → n → n → ℂ)
    (hV : ∀ i j k l, V i j k l = V j i l k) (g : Matrix n n ℂ) (u : n → ℂ) (ε : ℂ)
    (hu : u ⬝ᵥ star u = 1) (hε : fock h V g *ᵥ star u = ε • star u) (t : ℝ) :
    hfEnergy h V (g + (t : ℂ) • orbitalDensity u) = hfEnergy h V g + (t : ℂ) * ε := by
  have e : orbitalEnergy h V g u = u ⬝ᵥ (fock h V g *ᵥ star u) := by
    simp only [orbitalEnergy, dotProduct, Matrix.mulVec, Finset.mul_sum, Pi.star_apply]
    exact Finset.sum_congr rfl fun i _ => Finset.sum_congr rfl fun k _ => by ring
  rw [hfEnergy_add_occupation h V hV, e, hε, dotProduct_smul, hu, smul_eq_mul, mul_one]

/-- A constant repulsion between two particles on two levels. -/
def constantRepulsion (i j k l : Fin 2) : ℂ :=
  (1 : Matrix (Fin 2) (Fin 2) ℂ) i k * (1 : Matrix (Fin 2) (Fin 2) ℂ) j l

/-- The constant repulsion has the particle-exchange symmetry, and filling both levels together
to occupation `t` costs the energy `t ^ 2`, which is not linear in `t`. -/
theorem two_level_witness :
    (∀ i j k l, constantRepulsion i j k l = constantRepulsion j i l k) ∧
    ∀ t : ℝ, hfEnergy 0 constantRepulsion ((t : ℂ) • (1 : Matrix (Fin 2) (Fin 2) ℂ))
      = (t : ℂ) ^ 2 := by
  constructor
  · intro i j k l
    simp only [constantRepulsion]
    exact mul_comm _ _
  · intro t
    simp [hfEnergy, pairEnergy, constantRepulsion, Matrix.one_apply]
    ring

end

end HartreeFockOccupation
```

```lean
#print axioms HartreeFockOccupation.hfEnergy_add_occupation
#print axioms HartreeFockOccupation.hasDerivAt_occupation
#print axioms HartreeFockOccupation.koopmans
```

```
'HartreeFockOccupation.hfEnergy_add_occupation' depends on axioms: [propext, Classical.choice, Quot.sound]
'HartreeFockOccupation.hasDerivAt_occupation' depends on axioms: [propext, Classical.choice, Quot.sound]
'HartreeFockOccupation.koopmans' depends on axioms: [propext, Classical.choice, Quot.sound]
```

## Energy, Fock matrix and orbital in the code

The finite type `n` labels an orthonormal basis of spin orbitals. The one-body matrix $h$ and the density matrix $g$ are complex matrices over it, and `V i j k l` is the two-electron integral $V_{ijkl}=\langle ij|kl\rangle$, in which particle one goes with $i,k$ and particle two with $j,l$. The interaction of two density matrices $a$ and $b$, direct minus exchange, is `pairEnergy`:

$$B(a,b)=\sum_{ijkl}V_{ijkl}\,(a_{ik}b_{jl}-a_{il}b_{jk}).$$

The energy `hfEnergy` and the matrix `fock` are

$$E(g)=\sum_{ik}h_{ik}g_{ik}+\tfrac12B(g,g),\qquad f_{ik}=h_{ik}+\sum_{jl}(V_{ijkl}-V_{ijlk})\,g_{jl}.$$

The bracket in $B(g,g)$ is the Hartree-Fock factorisation: the two-particle density matrix is replaced by an antisymmetrised product of one-particle ones. The Fock matrix is defined by its formula, so its role as the slope of the energy is something to prove.

The contraction $\sum_{ik}h_{ik}g_{ik}$ fixes the index order $g_{ik}=\langle a_i^\dagger a_k\rangle$. An orbital with coefficients $c_i$ then has the density matrix $\bar c_i c_k$. Since `orbitalDensity u` has entries $u_i\bar u_k$, the vector $u$ is the complex conjugate of $c$, which is why the eigenvalue equation in `koopmans` is written for `star u`.

The main theorem, `hfEnergy_add_occupation`, says that for all $h$, $g$, $u$ and real $t$

$$E(g+t\,uu^*)=E(g)+t\,\varepsilon_u,\qquad \varepsilon_u=\sum_{ik}f_{ik}\,u_i\bar u_k,$$

where $\varepsilon_u$ is `orbitalEnergy`. If $u$ is normalised, $t$ is the change in its occupation and $\varepsilon_u$ is the expectation value of the Fock matrix. For any other nonzero $u$ the occupation of the normalised orbital changes by $t\|u\|^2$, and its orbital energy is $\varepsilon_u/\|u\|^2$.

The one physical hypothesis is `hV`, $V_{ijkl}=V_{jilk}$. It says that the particles are identical, so that it does not matter which of them is called the first. The interaction need not be Coulombic, and neither $h$, $V$ nor $g$ has to be Hermitian. Nor is $g$ required to have occupations between 0 and 1, so the identity also holds for matrices that describe no electronic state.

## Why only the linear term survives

**Exchange of labels.** Rename $i\leftrightarrow j$ and $k\leftrightarrow l$ in $B(a,b)$, then use the symmetry of $V$:

$$B(a,b)=\sum_{ijkl}V_{jilk}(a_{jl}b_{ik}-a_{jk}b_{il})=\sum_{ijkl}V_{ijkl}(b_{ik}a_{jl}-b_{il}a_{jk})=B(b,a).$$

In `pairEnergy_comm` the two uses of `Finset.sum_comm` do the renaming, and `linear_combination` applies `hV` to each term.

**Contraction with the Fock matrix.** For any matrix $d$,

$$\sum_{ik}f_{ik}d_{ik}=\sum_{ik}h_{ik}d_{ik}+\sum_{ijkl}V_{ijkl}\,d_{ik}g_{jl}-\sum_{ijkl}V_{ijlk}\,d_{ik}g_{jl}.$$

Renaming $k\leftrightarrow l$ turns the last sum into $\sum V_{ijkl}\,d_{il}g_{jk}$, so the two interaction sums together are $B(d,g)$. This is `fock_contraction`, where the renaming is the step called `e`. It needs no symmetry of $V$.

**Energy along a line.** Since $B$ is linear in each argument,

$$E(g+td)=E(g)+t\sum_{ik}h_{ik}d_{ik}+\tfrac t2\big[B(g,d)+B(d,g)\big]+\tfrac{t^2}{2}B(d,d).$$

By symmetry the bracket is $2B(d,g)$, and the contraction formula gives

$$E(g+td)=E(g)+t\sum_{ik}f_{ik}d_{ik}+\tfrac{t^2}{2}B(d,d).$$

The proof of `hfEnergy_line` expands the one-body part in `h1` and the interaction in `h2`, and then combines them. The expansion is exact, with no higher-order remainder. The energy is therefore linear along $d$ exactly when $B(d,d)=0$, which is `linear_iff_no_self_interaction`; for the forward direction the single value $t=1$ is enough.

**One orbital.** For $d=uu^*$ the bracket in $B(d,d)$ is

$$u_i\bar u_k\,u_j\bar u_l-u_i\bar u_l\,u_j\bar u_k=0.$$

It vanishes for every choice of indices, whatever $V$ is. That is `pairEnergy_orbital`, and inserting it into the equivalence gives the main theorem.

## Slope, eigenvalue and Koopmans' theorem

The orbital energy of $u$ in the mean field of $g+t\,uu^*$ is

$$\sum_{ik}h_{ik}u_i\bar u_k+B(uu^*,g)+t\,B(uu^*,uu^*),$$

and the last term is zero. An orbital therefore does not feel its own occupation, as `orbitalEnergy_add_occupation` states. It follows that the derivative of the energy with respect to the occupation equals the orbital energy at the current occupation, for every $t$. This is `hasDerivAt_occupation`, whose proof replaces the energy by the straight line already found and differentiates that.

If $u$ is normalised and $f\bar u=\varepsilon\bar u$, then $\varepsilon_u=u\cdot(f\bar u)=\varepsilon\,(u\cdot\bar u)=\varepsilon$, and the energy changes by $t\varepsilon$. This is `koopmans`. When $g$ is the density matrix of a Slater determinant and $u$ is one of its occupied orbitals, $t=-1$ removes one electron at the cost $-\varepsilon$.

That cost compares two Hartree-Fock energies with the same orbitals. A measured ionisation energy also contains the relaxation of the remaining electrons and the change in correlation energy, and the theorem bounds neither.

## Two levels filled together

Linearity can fail once $d$ has rank two. The file takes $h=0$ and `constantRepulsion`, $V_{ijkl}=\delta_{ik}\delta_{jl}$, on two levels, and fills both to occupation $t$. The direct sum gives $(2t)^2=4t^2$, the exchange sum gives $2t^2$, and half the difference is $t^2$. One may read the levels as the spin-up and spin-down states of one spatial orbital with unit repulsion. Each spin orbital is free of self-repulsion, but the two repel each other, and their occupations grow together. `two_level_witness` checks both the particle-exchange symmetry of this $V$ and the energy $t^2$.

## In a self-consistent-field program

In an orthonormal basis, the basic Hartree-Fock iteration builds $f$ from the current density matrix, diagonalises it and fills orbitals to form the next density matrix, until the density matrix no longer changes. With a non-orthogonal basis the overlap matrix enters the eigenvalue problem as well. Reading minus the highest occupied eigenvalue at convergence as an estimate of the ionisation energy is the case $t=-1$ above, within the frozen-orbital approximation.

The identity also gives a numerical check on the energy and Fock routines. Evaluate $E$ at $g$ and at $g+t\,uu^*$ for some vector $u$, without iterating to self-consistency; the difference must equal $t\,\varepsilon_u$ up to rounding. A wrong factor in the exchange part of only one routine will generally show up. In a spin-restricted code the density matrix usually describes both spins at once, so changing it moves two spin orbitals together and a quadratic term is to be expected.

The line formula can also be used to choose the step when the iteration is damped. Between an old density matrix $g$ and a new one $g+d$, the energy is a polynomial of degree at most two in the mixing parameter $t$. With real slope $s=\sum_{ik}f_{ik}d_{ik}$ and curvature $B(d,d)>0$, its minimum lies at $t=-s/B(d,d)$; if that falls outside $[0,1]$, the nearer endpoint is the best step in the interval.
